# Raising the valence states to the conduction bound or above extends that bound to every state

Minimising the energy of a normalised state leads to the lowest state of the Hamiltonian, which is a valence state. To reach conduction states instead, a calculation can move the valence states up to a chosen energy $s$ and minimise with the new Hamiltonian:

$$K = H - P(H-s)P .$$

Here $H$ is a fixed one-particle Hamiltonian and $P$ is the orthogonal projector onto the valence states. If $P$ commutes with $H$, conduction energies are at least $e$, and $s\ge e$, then no normalised state has $K$-energy below $e$, and conduction eigenstates of $H$ at energy $e$ remain eigenvectors. If $s>e$, they are the only states that attain this bound; at $s=e$ the valence states attain it too.

In code, let $\phi$ be the orbitals in which the valence states are expanded, with overlap matrix $S_\phi$ and density kernel $D$ for occupations 0 and 1, so that $P=\sum_{\alpha\beta}|\phi_\alpha\rangle D^{\alpha\beta}\langle\phi_\beta|$. Let $\chi$ be the orbitals in which the conduction states are to be expanded, which need not be orthogonal to the valence states, and let $T=\langle\phi|\chi\rangle$, and let $H_\phi$ and $H_\chi$ be the matrices of $H$ between the orbitals of each set. The matrix to build is

$$H_\chi - T^\dagger D H_\phi D T + s\,T^\dagger D S_\phi D T .$$

## States, energies and the shifted operator

The space `E` is a real or complex inner product space of any dimension, and operators are linear maps defined on all of it.

In Lean 4 with Mathlib:

```lean
import Mathlib

open scoped InnerProductSpace

namespace ProjectedConductionHamiltonian

noncomputable section

variable {𝕜 E : Type*} [RCLike 𝕜] [NormedAddCommGroup E] [InnerProductSpace 𝕜 E]
```

`IsValenceProjector` collects the three conditions on $P$. Its rank is free, and nothing is assumed about the valence energies.

```lean
/-- `P` is an orthogonal projector (symmetric and idempotent) that commutes with the
Hamiltonian `H`. -/
structure IsValenceProjector (H P : E →ₗ[𝕜] E) : Prop where
  symm : P.IsSymmetric
  idem : ∀ v, P (P v) = P v
  comm : ∀ v, P (H v) = H (P v)
```

`energy` is the real part of $\langle v,Tv\rangle$ for an unnormalised $v$; dividing by $\|v\|^2$ gives the expectation value when $v\ne0$.

```lean
/-- The energy expectation value `⟨v, T v⟩` (its real part), without normalisation. -/
def energy (T : E →ₗ[𝕜] E) (v : E) : ℝ := RCLike.re (inner 𝕜 v (T v))
```

`ConductionBound` says that $\langle v,Hv\rangle\ge e\|v\|^2$ whenever $Pv=0$.

```lean
/-- Every vector annihilated by `P` has energy at least `e` per unit squared norm. -/
def ConductionBound (H P : E →ₗ[𝕜] E) (e : ℝ) : Prop :=
  ∀ v, P v = 0 → e * ‖v‖ ^ 2 ≤ energy H v
```

`projected` is $K$, with a real shift `s`.

```lean
/-- The projected Hamiltonian `K = H - P (H - s) P` with shift `s`. -/
def projected (H P : E →ₗ[𝕜] E) (s : ℝ) : E →ₗ[𝕜] E :=
  H - P ∘ₗ (H - (s : 𝕜) • LinearMap.id) ∘ₗ P
```

An alternative model would define $H$ only on a dense domain of a Hilbert space, with $P$ mapping that domain into itself. It would accommodate unbounded continuum Hamiltonians, at the price of tracking domains; the inequality would then concern vectors in the domain.

## $P$ is idempotent and commutes with $H$

Idempotency means that projecting twice changes nothing. Commutation means that $H$ does not couple valence and conduction states. Together they give

$$Kv = Hv-PHPv+sP^2v = Hv-HP^2v+sPv = H(v-Pv)+sPv .$$

`projected_apply` performs this calculation with `hP.comm` and `hP.idem`.

```lean
/-- `K` acts as `H` on the component outside the range of `P` and as the number `s` on the
component inside it. -/
theorem projected_apply {H P : E →ₗ[𝕜] E} (hP : IsValenceProjector H P) (s : ℝ) (v : E) :
    projected H P s v = H (v - P v) + (s : 𝕜) • P v := by
  have h : projected H P s v = H v - P (H (P v) - (s : 𝕜) • P v) := rfl
  rw [h]
  simp only [map_sub, map_smul, hP.comm, hP.idem]
  abel
```

Without idempotency the bound can fail: in one dimension, $H=-1$, $P=\tfrac12$ and $e=s=0$ give $K=-\tfrac34$. Without commutation, take

$$H=\begin{pmatrix}a&b\\b&e\end{pmatrix},\qquad K=\begin{pmatrix}s&b\\b&e\end{pmatrix},$$

with $P$ projecting onto the first vector and $b\neq0$. Then $\det(K-e)=-b^2<0$, so $K$ has an eigenvalue below $e$ for every $s$. This matters for truncated local orbitals, whose $P$ may commute with $H$ only approximately.

## $P$ is symmetric

Symmetry makes the valence and conduction components orthogonal. Write $p=Pv$ and $c=v-Pv$, so $Pc=0$. Then

$$\langle c,p\rangle=\langle Pc,v\rangle=0,\qquad \langle p,Hc\rangle=\langle v,PHc\rangle=\langle v,HPc\rangle=0 .$$

Expanding $\langle c+p,\,Hc+sp\rangle$ leaves

$$\langle v,Kv\rangle=\langle c,Hc\rangle+s\|p\|^2,\qquad \|v\|^2=\|c\|^2+\|p\|^2 .$$

In `energy_split`, `h1` and `h2` are the two vanishing cross terms.

```lean
/-- The energy of `K` is the `H`-energy of the conduction component plus `s` times the
squared norm of the valence component; the squared norm splits likewise. -/
theorem energy_split {H P : E →ₗ[𝕜] E} (hP : IsValenceProjector H P) (s : ℝ) (v : E) :
    energy (projected H P s) v = energy H (v - P v) + s * ‖P v‖ ^ 2 ∧
      ‖v‖ ^ 2 = ‖v - P v‖ ^ 2 + ‖P v‖ ^ 2 := by
  have hq : P (v - P v) = 0 := by rw [map_sub, hP.idem, sub_self]
  -- both cross terms between the two components vanish
  have h1 : inner 𝕜 (P v) (H (v - P v)) = 0 := by
    rw [hP.symm v (H (v - P v)), hP.comm, hq, map_zero, inner_zero_right]
  have h2 : inner 𝕜 (v - P v) (P v) = 0 := by
    rw [← hP.symm (v - P v) v, hq, inner_zero_left]
  constructor
  · have hv : inner 𝕜 v (projected H P s v) =
        inner 𝕜 (v - P v) (H (v - P v)) + (s : 𝕜) * inner 𝕜 (P v) (P v) := by
      calc inner 𝕜 v (projected H P s v)
          = inner 𝕜 ((v - P v) + P v) (H (v - P v) + (s : 𝕜) • P v) := by
            rw [projected_apply hP, sub_add_cancel]
        _ = _ := by
            rw [inner_add_left, inner_add_right, inner_add_right, inner_smul_right,
              inner_smul_right, h1, h2]
            ring
    unfold energy
    rw [hv, map_add, RCLike.re_ofReal_mul, inner_self_eq_norm_sq]
  · have h := norm_add_sq (𝕜 := 𝕜) (v - P v) (P v)
    rw [sub_add_cancel, h2, map_zero] at h
    linarith
```

With an oblique projector the bound can fail. For $H=e$ times the identity, $K=e+(s-e)P$; with $P=\begin{pmatrix}1&1\\0&0\end{pmatrix}$ and $v=(1,-2)$, $\langle v,Pv\rangle=-1$, so the energy is below $e\|v\|^2$ when $s>e$.

## Conduction energies are at least $e$

Physically, $e$ is the conduction-band minimum or any number below it. The hypothesis is applied to $c$, and $s\ge e$ to $p$:

$$\langle v,Kv\rangle\ge e\|c\|^2+s\|p\|^2\ge e\|c\|^2+e\|p\|^2=e\|v\|^2 .$$

These are `h3` and `h4` in the second part of `projected_bound`. If the hypothesis fails for some $v$ with $Pv=0$, the conclusion fails for the same $v$, because there $Kv=Hv$. That identity also gives the third part: $Pw=0$ and $Hw=ew$ imply $Kw=ew$.

```lean
/-- For `s ≥ e` the projected Hamiltonian is symmetric, its energy is at least `e * ‖v‖ ^ 2` for
every `v` in the whole space, and each conduction state of `H` at energy `e` is an eigenvector of it
at `e`. -/
theorem projected_bound {H P : E →ₗ[𝕜] E} {e s : ℝ} (hH : H.IsSymmetric)
    (hP : IsValenceProjector H P) (hb : ConductionBound H P e) (hs : e ≤ s) :
    (projected H P s).IsSymmetric ∧
      (∀ v, e * ‖v‖ ^ 2 ≤ energy (projected H P s) v) ∧
      ∀ w, P w = 0 → H w = (e : 𝕜) • w → projected H P s w = (e : 𝕜) • w := by
  refine ⟨fun x y => ?_, fun v => ?_, fun w hw hHw => ?_⟩
  · have h1 : inner 𝕜 (H (P x)) y = inner 𝕜 x (H (P y)) := by
      rw [hH (P x) y, hP.symm x (H y), hP.comm]
    simp only [projected_apply hP, map_sub, inner_add_left, inner_sub_left, inner_add_right,
      inner_sub_right, inner_smul_left, inner_smul_right, RCLike.conj_ofReal]
    rw [h1, hH x y, hP.symm x y]
  · obtain ⟨h1, h2⟩ := energy_split hP s v
    have h3 := hb (v - P v) (by rw [map_sub, hP.idem, sub_self])
    have h4 := mul_le_mul_of_nonneg_right hs (sq_nonneg ‖P v‖)
    rw [h1, h2, mul_add]
    linarith
  · rw [projected_apply hP, hw, sub_zero, smul_zero, add_zero, hHw]
```

## $H$ is symmetric

This is the usual condition for an observable with real energies. The first part of `projected_bound` uses it to show that $K=H-HP+sP$ is symmetric, through

$$\langle HPx,y\rangle=\langle Px,Hy\rangle=\langle x,PHy\rangle=\langle x,HPy\rangle .$$

The energy inequality does not need it. Without it, $K$ may fail to be symmetric, as $P=0$, $K=H$ shows.

## The shift is at least $e$

The shift is the energy assigned to the valence states. If $P\ne0$, choose $v$ with $p=Pv\ne0$. Then $Kp=sp$, and the bound at $p$ reads $e\|p\|^2\le s\|p\|^2$, so $e\le s$. Thus a smaller shift always fails; if $P=0$, the shift has no effect.

```lean
/-- If `P` is not zero and `H` is symmetric with conduction bound `e`, then every `v` has projected
energy at least `e * ‖v‖ ^ 2` exactly when the shift satisfies `s ≥ e`. -/
theorem bound_iff_shift {H P : E →ₗ[𝕜] E} {e s : ℝ} (hH : H.IsSymmetric)
    (hP : IsValenceProjector H P) (hb : ConductionBound H P e) (hne : P ≠ 0) :
    (∀ v, e * ‖v‖ ^ 2 ≤ energy (projected H P s) v) ↔ e ≤ s := by
  refine ⟨fun h => ?_, fun hs => (projected_bound hH hP hb hs).2.1⟩
  obtain ⟨v, hv⟩ : ∃ v, P v ≠ 0 := by
    by_contra hc
    push Not at hc
    exact hne (LinearMap.ext hc)
  -- test the bound on a valence vector
  have h1 := h (P v)
  have h0 : energy H (0 : E) = 0 := by simp [energy]
  rw [(energy_split hP s (P v)).1, hP.idem, sub_self, h0, zero_add] at h1
  exact le_of_mul_le_mul_right h1 (pow_pos (norm_pos_iff.mpr hv) 2)
```

At $s=e$, valence states also attain the bound. A strict inequality $s>e$ excludes them: equality in the energy estimate forces $p=0$. To see that the remaining vector is an eigenvector, set $A=K-e$, which is symmetric with nonnegative energies, and suppose $\langle v,Av\rangle=0$. For real $t$,

$$0\le 2t\|Av\|^2+t^2 b,\qquad b=\langle Av,A(Av)\rangle\ge0 .$$

Choosing $t=-\|Av\|^2/(b+1)$ makes the right side $-t^2(b+2)$, so $t=0$ and $Av=0$.

```lean
/-- A vector of zero energy for a symmetric operator with nonnegative energies is annihilated
by that operator. -/
theorem apply_eq_zero_of_energy {A : E →ₗ[𝕜] E} (hA : A.IsSymmetric)
    (hpos : ∀ x, 0 ≤ energy A x) {v : E} (h0 : energy A v = 0) : A v = 0 := by
  have hc := hpos (A v)
  -- vary `v` along `A v`
  have hq : ∀ t : ℝ, 0 ≤ 2 * t * ‖A v‖ ^ 2 + t ^ 2 * energy A (A v) := by
    intro t
    have h := hpos (v + (t : 𝕜) • A v)
    unfold energy at h h0 ⊢
    simp only [map_add, map_smul, inner_add_left, inner_add_right, inner_smul_left,
      inner_smul_right, RCLike.conj_ofReal, RCLike.re_ofReal_mul] at h
    rw [← hA v (A v), inner_self_eq_norm_sq, h0] at h
    linarith
  obtain ⟨t, ht⟩ : ∃ t : ℝ, t * (energy A (A v) + 1) = -‖A v‖ ^ 2 :=
    ⟨-‖A v‖ ^ 2 / (energy A (A v) + 1), div_mul_cancel₀ _ (by linarith)⟩
  have h1 : 2 * t * ‖A v‖ ^ 2 + t ^ 2 * energy A (A v)
      = -(t ^ 2 * energy A (A v) + 2 * t ^ 2) := by
    linear_combination 2 * t * ht
  have h2 : t ^ 2 = 0 :=
    le_antisymm (by linarith [hq t, mul_nonneg (sq_nonneg t) hc]) (sq_nonneg t)
  have h3 : t = 0 := (pow_eq_zero_iff two_ne_zero).mp h2
  rw [h3, zero_mul] at ht
  have h4 : ‖A v‖ ^ 2 = 0 := by linarith
  exact norm_eq_zero.mp ((pow_eq_zero_iff two_ne_zero).mp h4)
```

`minimiser_iff` applies this lemma to $K-e$. Since $Pv=0$, $Kv=ev$ becomes $Hv=ev$; conversely, such a $v$ satisfies $Kv=ev$ and attains the bound.

```lean
/-- For `s > e`, a vector attains the lower bound `e` of the projected Hamiltonian exactly when
it is annihilated by `P` and satisfies `H v = e v`. -/
theorem minimiser_iff {H P : E →ₗ[𝕜] E} {e s : ℝ} (hH : H.IsSymmetric)
    (hP : IsValenceProjector H P) (hb : ConductionBound H P e) (hs : e < s) (v : E) :
    energy (projected H P s) v = e * ‖v‖ ^ 2 ↔ P v = 0 ∧ H v = (e : 𝕜) • v := by
  obtain ⟨hK, hbound, heig⟩ := projected_bound hH hP hb hs.le
  constructor
  · intro h
    -- a valence component would cost the energy `(s - e) * ‖P v‖ ^ 2`
    have hPv : P v = 0 := by
      obtain ⟨h1, h2⟩ := energy_split hP s v
      have h3 := hb (v - P v) (by rw [map_sub, hP.idem, sub_self])
      rw [h1, h2] at h
      by_contra hne
      have h4 := mul_pos (sub_pos.mpr hs) (pow_pos (norm_pos_iff.mpr hne) 2)
      linarith
    have hval : ∀ x, energy (projected H P s - (e : 𝕜) • LinearMap.id) x
        = energy (projected H P s) x - e * ‖x‖ ^ 2 := by
      intro x
      simp only [energy, LinearMap.sub_apply, LinearMap.smul_apply, LinearMap.id_apply,
        inner_sub_right, inner_smul_right, map_sub, RCLike.re_ofReal_mul,
        inner_self_eq_norm_sq]
    have hA : (projected H P s - (e : 𝕜) • LinearMap.id).IsSymmetric := by
      intro x y
      simp only [LinearMap.sub_apply, LinearMap.smul_apply, LinearMap.id_apply,
        inner_sub_left, inner_sub_right, inner_smul_left, inner_smul_right,
        RCLike.conj_ofReal]
      rw [hK x y]
    have h5 := apply_eq_zero_of_energy hA
      (fun x => by rw [hval]; linarith [hbound x]) (v := v) (by rw [hval, h, sub_self])
    rw [LinearMap.sub_apply, LinearMap.smul_apply, LinearMap.id_apply, projected_apply hP,
      hPv, sub_zero, smul_zero, add_zero] at h5
    exact ⟨hPv, sub_eq_zero.mp h5⟩
  · rintro ⟨hPv, hHv⟩
    unfold energy
    rw [heig v hPv hHv, inner_smul_right, RCLike.re_ofReal_mul, inner_self_eq_norm_sq]
```

To find several conduction states by minimisation, the shift should lie above all the energies sought.

## Three levels that satisfy every condition

Take levels $-1,2,3$, with $P$ selecting the first and $e=2$. Then $K$ has diagonal entries $s,2,3$, and the second basis vector is a conduction state at the bound. The first three declarations build diagonal operators and establish their symmetry; the last checks the hypotheses componentwise.

```lean
/-- The diagonal operator on a real three-level system with diagonal entries `d`. -/
def levels (d : Fin 3 → ℝ) : EuclideanSpace ℝ (Fin 3) →ₗ[ℝ] EuclideanSpace ℝ (Fin 3) where
  toFun x := WithLp.toLp 2 (fun i => d i * x i)
  map_add' x y := by ext i; simp [mul_add]
  map_smul' c x := by ext i; simp [mul_left_comm]

/-- Each component is multiplied by its diagonal entry. -/
theorem levels_apply (d : Fin 3 → ℝ) (x : EuclideanSpace ℝ (Fin 3)) (i : Fin 3) :
    levels d x i = d i * x i := rfl

/-- Diagonal operators on the three-level system are symmetric. -/
theorem levels_symm (d : Fin 3 → ℝ) : (levels d).IsSymmetric := by
  intro x y
  simp only [PiLp.inner_apply, levels_apply]
  refine Finset.sum_congr rfl fun i _ => ?_
  simp only [RCLike.inner_apply, conj_trivial]
  ring

/-- The levels `-1, 2, 3` with the projector on the first level meet the hypotheses on `H` and `P`
with `e = 2`, and the second basis vector is a conduction state at that energy. -/
theorem projected_bound_witness :
    (levels ![-1, 2, 3]).IsSymmetric ∧
      IsValenceProjector (levels ![-1, 2, 3]) (levels ![1, 0, 0]) ∧
      ConductionBound (levels ![-1, 2, 3]) (levels ![1, 0, 0]) 2 ∧
      levels ![1, 0, 0] (WithLp.toLp 2 ![0, 1, 0]) = 0 ∧
      levels ![-1, 2, 3] (WithLp.toLp 2 ![0, 1, 0]) = (2 : ℝ) • WithLp.toLp 2 ![0, 1, 0] := by
  refine ⟨levels_symm _, ⟨levels_symm _, fun v => ?_, fun v => ?_⟩, fun v hv => ?_, ?_, ?_⟩
  · ext i
    fin_cases i <;> simp [levels_apply]
  · ext i
    simp only [levels_apply]
    ring
  · have h0 : v 0 = 0 := by
      have h := congrArg (fun x : EuclideanSpace ℝ (Fin 3) => x 0) hv
      simpa [levels_apply] using h
    unfold energy
    rw [← real_inner_self_eq_norm_sq]
    simp only [PiLp.inner_apply, levels_apply, Fin.sum_univ_three, RCLike.inner_apply,
      conj_trivial, RCLike.re_to_real, h0, Matrix.cons_val]
    nlinarith [sq_nonneg (v 1), sq_nonneg (v 2)]
  · ext i
    fin_cases i <;> simp [levels_apply]
  · ext i
    fin_cases i <;> simp [levels_apply]

end

end ProjectedConductionHamiltonian
```

```lean
#print axioms ProjectedConductionHamiltonian.bound_iff_shift
-- 'ProjectedConductionHamiltonian.bound_iff_shift' depends on axioms: [propext, Classical.choice, Quot.sound]
#print axioms ProjectedConductionHamiltonian.minimiser_iff
-- 'ProjectedConductionHamiltonian.minimiser_iff' depends on axioms: [propext, Classical.choice, Quot.sound]
```
